# Three truncated oscillators off resonance: first-order admixture times energy difference equals the product of zero-point amplitudes

Three oscillators, each truncated to occupation 0 or 1, are coupled through the product of their coordinates. In units with ħ = 1 and all masses 1, the unperturbed energy above the ground state is the sum of the frequencies `w k` of the occupied oscillators, and each coordinate has matrix element `1 / √(2 * w k)` between occupations 0 and 1, the zero-point amplitude. The coupling connects a configuration `n` only to `swapAll n`, in which all occupations are exchanged. The first-order admixture of `swapAll n` into `n`, per unit coupling constant, is defined as the product of the three amplitudes divided by the energy of `n` minus that of `swapAll n`. `mixing_mul` states that multiplying this admixture by the same energy difference gives back the product of amplitudes, provided all frequencies are positive and none equals the sum of the other two. The proof cancels the division with `div_mul_cancel₀`, which leaves the energy difference to be shown non-zero, and attempts this by splitting into the eight possible configurations.

The first attempt, which Lean rejects:

```lean
import Mathlib

namespace MixingMul

noncomputable section

/-- Occupations of the three truncated oscillators: `false` is 0, `true` is 1. -/
abbrev Config := Fin 3 → Bool

/-- Exchange of 0 and 1 in all oscillators. -/
def swapAll (n : Config) : Config := fun j => !n j

/-- Zero-point amplitude, for `w > 0`. -/
def zeroPoint (w : ℝ) : ℝ := 1 / √(2 * w)

/-- Unperturbed energy above the ground state. -/
def energy (w : Fin 3 → ℝ) (n : Config) : ℝ := ∑ k, if n k then w k else 0

/-- Product of the zero-point amplitudes. -/
def amp (w : Fin 3 → ℝ) : ℝ := zeroPoint (w 0) * zeroPoint (w 1) * zeroPoint (w 2)

/-- First-order admixture per unit coupling, for `n` and `swapAll n` of different energy. -/
def mixing (w : Fin 3 → ℝ) (n : Config) : ℝ := amp w / (energy w n - energy w (swapAll n))

variable {w : Fin 3 → ℝ}

lemma mixing_mul (hw : ∀ k, 0 < w k) (hr : ∀ k, w k ≠ w (k + 1) + w (k + 2)) (n : Config) :
    mixing w n * (energy w n - energy w (swapAll n)) = amp w := by
  have h0 := hw 0
  have h1 := hw 1
  have h2 := hw 2
  have r0 : w 0 ≠ w 1 + w 2 := hr 0
  have r1 : w 1 ≠ w 2 + w 0 := hr 1
  have r2 : w 2 ≠ w 0 + w 1 := hr 2
  refine div_mul_cancel₀ _ ?_
  simp only [energy, swapAll, Fin.sum_univ_three]
  cases n 0 <;> cases n 1 <;> cases n 2 <;> intro h <;> simp at h <;>
    first
    | linarith
    | exact r0 (by linarith)
    | exact r1 (by linarith)
    | exact r2 (by linarith)

end

end MixingMul
```

Messages:

```
Main.lean:37:2: error: Tactic `generalize` failed: result is not type correct
  ∀ (x : Bool),
    (((if x = true then w 0 else 0) + if n 1 = true then w 1 else 0) + if n 2 = true then w 2 else 0) -
        (((if (!x) = true then w 0 else 0) + if (!n 1) = true then w 1 else 0) + if (!n 2) = true then w 2 else 0) ≠
      0

w : Fin 3 → ℝ
hw : ∀ (k : Fin 3), 0 < w k
hr : ∀ (k : Fin 3), w k ≠ w (k + 1) + w (k + 2)
n : Config
h0 : 0 < w 0
h1 : 0 < w 1
h2 : 0 < w 2
r0 : w 0 ≠ w 1 + w 2
r1 : w 1 ≠ w 2 + w 0
r2 : w 2 ≠ w 0 + w 1
⊢ (((if n 0 = true then w 0 else 0) + if n 1 = true then w 1 else 0) + if n 2 = true then w 2 else 0) -
      (((if (!n 0) = true then w 0 else 0) + if (!n 1) = true then w 1 else 0) + if (!n 2) = true then w 2 else 0) ≠
    0
```

As a diff, the version that Lean accepts:

```diff
@@ -35,5 +35,9 @@
   refine div_mul_cancel₀ _ ?_
   simp only [energy, swapAll, Fin.sum_univ_three]
-  cases n 0 <;> cases n 1 <;> cases n 2 <;> intro h <;> simp at h <;>
+  intro h
+  rcases Bool.eq_false_or_eq_true (n 0) with e0 | e0 <;>
+    rcases Bool.eq_false_or_eq_true (n 1) with e1 | e1 <;>
+    rcases Bool.eq_false_or_eq_true (n 2) with e2 | e2 <;>
+    simp [e0, e1, e2] at h <;>
     first
     | linarith
```

The error comes from `cases n 0`, which tries to replace `n 0` throughout the goal by a variable `x`. The printed result looks sound, but each `if` also carries a `Decidable` instance that is not printed. After `simp only` unfolds `swapAll`, the condition reads `(!n 0) = true`, while its instance still mentions `swapAll n 0`. The replacement changes the condition to `(!x) = true` but misses the `n 0` hidden inside `swapAll n 0`, so the instance no longer fits the condition and the term is ill-typed.

The repair uses `Bool.eq_false_or_eq_true` to split on the value of each occupation, which supplies equations `e0`, `e1`, `e2` without generalising the goal. Passing these to `simp` lets it rewrite the conditions in `h` and evaluate the `if`s, handling the instances properly. Moving `intro h` before the case split is mere tidying.
